# Tetrahedral averaging of symmetric mobility tensors gives an isotropic low-field Hall response

Equivalent valleys are represented here by the twelve images \(RWR^T\) of one mobility tensor \(W\) under the rotations \(R\) of the tetrahedral group, each with weight \(1/12\). Valleys along the cubic axes or the body diagonals then appear several times, but equally often, so the mean is the usual one for equal populations.

With charge \(q\), constant scattering time \(\tau\) and mass tensor \(m\), \(W=q\tau m^{-1}\). Let \(C(b)\) be the matrix of \(v\mapsto b\times v\). For symmetric \(W\),

\[
WC(b)W=C(\operatorname{adj}(W)\,b),\qquad 3\operatorname{tr}\operatorname{adj}W\le(\operatorname{tr}W)^2 .
\]

The averaged mobility is \(\mu=\operatorname{tr}W/3\) and the averaged Hall tensor is \(h\,C(b)\), with \(h=\operatorname{tr}\operatorname{adj}W/3\).

## From the Hall coefficient to the carrier density

In a semiclassical model of independent carriers with constant \(\tau\), the low-field Hall coefficient is \(R_H=r/(Nq)\), where \(N\) is the carrier density and \(r=h/\mu^2\). Within this model, inferring \(N\) from \(R_H\) with \(r=1\) for spheroidal valleys with \(K>1\) overestimates \(N\), by a factor below \(4/3\); energy-dependent scattering changes \(r\) and can reverse this. Here \(K\) is the longitudinal-to-transverse mass ratio.

In a calculation, one valley suffices: compute \(\operatorname{tr}W\) and \(\operatorname{tr}\operatorname{adj}W=[(\operatorname{tr}W)^2-\operatorname{tr}(W^2)]/2\). An explicit valley sum of \(WC(b)W\), divided by the number of valleys, should reproduce \(h\,C(b)\). This is a necessary but not sufficient test of the valley rotations: a common rotation of all valleys leaves the result unchanged.

## Drift, rotation and trace

In fields \(E\) and \(B\), the steady drift velocity obeys \(v=W(E+v\times B)\), or \(v=WE-WC(B)v\). Inserting this into its own last term gives

\[
v=WE-WC(B)WE+WC(B)WC(B)v .
\]

The Hall tensor is therefore \(WC(B)W\). For vectors \(x,y\) and invertible symmetric \(W\),

\[
x^TWC(b)Wy=\det[Wx,b,Wy]=\det W\,\det[x,W^{-1}b,y]=x^TC(\operatorname{adj}(W)b)\,y .
\]

Both sides are polynomials in the entries of \(W\), so singular \(W\) is included.

For a half-turn with diagonal signs \(s_i\), entry \(M_{ij}\) becomes \(s_is_jM_{ij}\). Summing over the identity and the three half-turns cancels the off-diagonal entries and leaves \(4M_{ii}\). The three cyclic rotations then sum to \(4\operatorname{tr}M\) times the identity, and division by 12 gives \(\operatorname{tr}M/3\).

Since \(\operatorname{adj}R=R^T\) for a rotation, \(\operatorname{adj}(RWR^T)=R\operatorname{adj}(W)R^T\). As \(C\) is linear, averaging the adjugate gives \(h\,C(b)\).

With indices 0, 1, 2, the inequality follows from

\[
\begin{aligned}
(\operatorname{tr}W)^2-3\operatorname{tr}\operatorname{adj}W={}&\tfrac12\left[(W_{00}-W_{11})^2+(W_{11}-W_{22})^2+(W_{22}-W_{00})^2\right]\\
&+3(W_{01}^2+W_{02}^2+W_{12}^2).
\end{aligned}
\]

Equality holds exactly when \(W\) is a multiple of the identity.

A spheroidal valley along a unit vector \(n\) has eigenvalues \((1/K,1,1)\) in units of the transverse mobility. Its traces are \(\operatorname{tr}W=2+1/K\) and \(\operatorname{tr}\operatorname{adj}W=1+2/K\), so

\[
r=\frac{3K(K+2)}{(2K+1)^2},\quad
r-\frac34=\frac{3(4K-1)}{4(2K+1)^2},\quad
1-r=\frac{(K-1)^2}{(2K+1)^2}.
\]

Hence \(3/4<r<1\) for \(K>1\).

## The Lean file

```lean
import Mathlib

open Matrix

namespace ValleyAveraging

noncomputable section

/-- Real tensors of rank two in three-dimensional space. -/
abbrev Tensor := Matrix (Fin 3) (Fin 3) ℝ

/-- The matrix `C(b)` of the cross product with `b`. -/
def crossMatrix (b : Fin 3 → ℝ) : Tensor :=
  !![0, -b 2, b 1; b 2, 0, -b 0; -b 1, b 0, 0]

/-- The Hall tensor `W C(b) W` of a valley with mobility tensor `W` in the magnetic field `b`. -/
def hallTensor (W : Tensor) (b : Fin 3 → ℝ) : Tensor := W * crossMatrix b * W

/-- Rotations about the [111] axis that permute the cubic axes cyclically. -/
def thirdTurn : Fin 3 → Tensor :=
  ![!![1, 0, 0; 0, 1, 0; 0, 0, 1], !![0, 1, 0; 0, 0, 1; 1, 0, 0],
    !![0, 0, 1; 1, 0, 0; 0, 1, 0]]

/-- The identity and the half-turns about the three cubic axes. -/
def halfTurn : Fin 4 → Tensor :=
  ![!![1, 0, 0; 0, 1, 0; 0, 0, 1], !![1, 0, 0; 0, -1, 0; 0, 0, -1],
    !![-1, 0, 0; 0, 1, 0; 0, 0, -1], !![-1, 0, 0; 0, -1, 0; 0, 0, 1]]

/-- The twelve rotations of the tetrahedral group, each an element of `halfTurn` followed by an
element of `thirdTurn`. -/
def rot (p : Fin 3 × Fin 4) : Tensor := thirdTurn p.1 * halfTurn p.2

/-- The tensor `W` carried to an equivalent valley by the rotation `p`. -/
def valley (W : Tensor) (p : Fin 3 × Fin 4) : Tensor := rot p * W * (rot p)ᵀ

/-- The mean of a tensor over the twelve rotated valleys. -/
def average (F : Fin 3 × Fin 4 → Tensor) : Tensor := (1 / 12 : ℝ) • ∑ p, F p

/-- The coefficient `tr (adj W) / 3` of the averaged Hall tensor divided by the square of the
averaged mobility `tr W / 3`, for symmetric tensors `W` of non-zero trace. -/
def hallRatio (W : Tensor) : ℝ := (W.adjugate.trace / 3) / (W.trace / 3) ^ 2

/-- Mobility tensor of a spheroidal valley with unit axis vector `n` and longitudinal-to-transverse
mass ratio `K > 0`, in units of the transverse mobility. -/
def spheroid (K : ℝ) (n : Fin 3 → ℝ) : Tensor := 1 + (K⁻¹ - 1) • vecMulVec n n

/-- The matrix `C(b)` acts on a vector as the cross product with `b`. -/
theorem crossMatrix_mulVec (b v : Fin 3 → ℝ) : crossMatrix b *ᵥ v = crossProduct b v := by
  ext i
  fin_cases i <;>
    simp [crossMatrix, cross_apply, Matrix.mulVec, dotProduct, Fin.sum_univ_three] <;> ring

/-- A steady drift velocity under the Lorentz force is the Ohmic term, minus the Hall term,
plus a remainder containing the magnetic field twice. -/
theorem drift_expansion (W : Tensor) (E B v : Fin 3 → ℝ)
    (h : v = W *ᵥ (E + crossProduct v B)) :
    v = W *ᵥ E - hallTensor W B *ᵥ E + (W * crossMatrix B * W * crossMatrix B) *ᵥ v := by
  have h1 : v = W *ᵥ E - (W * crossMatrix B) *ᵥ v := by
    rw [← Matrix.mulVec_mulVec, crossMatrix_mulVec, ← Matrix.mulVec_sub, sub_eq_add_neg,
      cross_anticomm]
    exact h
  -- insert the equation of motion into its own magnetic term
  have h2 : (W * crossMatrix B) *ᵥ v = (W * crossMatrix B * W) *ᵥ E
      - (W * crossMatrix B * W * crossMatrix B) *ᵥ v := by
    have h3 := congrArg (fun u => (W * crossMatrix B) *ᵥ u) h1
    simpa only [Matrix.mulVec_sub, Matrix.mulVec_mulVec, ← Matrix.mul_assoc] using h3
  calc v = W *ᵥ E - (W * crossMatrix B) *ᵥ v := h1
    _ = _ := by rw [h2, hallTensor]; abel

/-- For a symmetric mobility tensor `W`, the Hall tensor of a valley is the cross-product matrix of
the field `adj(W) b`. -/
theorem hallTensor_eq (W : Tensor) (hW : Wᵀ = W) (b : Fin 3 → ℝ) :
    hallTensor W b = crossMatrix (W.adjugate *ᵥ b) := by
  have h : W * crossMatrix b * Wᵀ = crossMatrix (W.adjugateᵀ *ᵥ b) := by
    rw [Matrix.adjugate_fin_three]
    ext i j
    fin_cases i <;> fin_cases j <;>
      simp [crossMatrix, Matrix.mul_apply, Matrix.mulVec, dotProduct, Fin.sum_univ_three] <;>
      ring
  rw [Matrix.adjugate_transpose, hW] at h
  exact h

/-- The adjugate of a rotated valley tensor is the rotated adjugate. -/
theorem adjugate_valley (W : Tensor) (p : Fin 3 × Fin 4) :
    (valley W p).adjugate = valley W.adjugate p := by
  have h3 : ∀ k, (thirdTurn k).adjugate = (thirdTurn k)ᵀ := by
    intro k
    rw [Matrix.adjugate_fin_three]
    ext i j
    fin_cases k <;> fin_cases i <;> fin_cases j <;> simp [thirdTurn]
  have h4 : ∀ s, (halfTurn s).adjugate = (halfTurn s)ᵀ := by
    intro s
    rw [Matrix.adjugate_fin_three]
    ext i j
    fin_cases s <;> fin_cases i <;> fin_cases j <;> simp [halfTurn]
  have hr : (rot p).adjugate = (rot p)ᵀ := by
    rw [rot, Matrix.adjugate_mul_distrib, h3, h4, Matrix.transpose_mul]
  rw [valley, valley, Matrix.adjugate_mul_distrib, Matrix.adjugate_mul_distrib,
    ← Matrix.adjugate_transpose, hr, Matrix.transpose_transpose, Matrix.mul_assoc]

/-- The average of any tensor over the rotated valleys is one third of its trace times the
identity. -/
theorem average_valley (M : Tensor) : average (valley M) = (M.trace / 3) • (1 : Tensor) := by
  -- half-turns remove the off-diagonal entries
  have hf : ∑ s, halfTurn s * M * (halfTurn s)ᵀ
      = !![4 * M 0 0, 0, 0; 0, 4 * M 1 1, 0; 0, 0, 4 * M 2 2] := by
    rw [Fin.sum_univ_four]
    ext i j
    simp only [Matrix.add_apply, Matrix.mul_apply, Matrix.transpose_apply, Fin.sum_univ_three]
    fin_cases i <;> fin_cases j <;> simp [halfTurn] <;> ring
  -- third-turns make the diagonal entries equal
  have hc : ∀ a b c : ℝ, ∑ k, thirdTurn k * !![a, 0, 0; 0, b, 0; 0, 0, c] * (thirdTurn k)ᵀ
      = (a + b + c) • (1 : Tensor) := by
    intro a b c
    rw [Fin.sum_univ_three]
    ext i j
    simp only [Matrix.add_apply, Matrix.mul_apply, Matrix.transpose_apply, Fin.sum_univ_three]
    fin_cases i <;> fin_cases j <;> simp [thirdTurn] <;> ring
  have hs : ∑ p, valley M p
      = ∑ k, thirdTurn k * (∑ s, halfTurn s * M * (halfTurn s)ᵀ) * (thirdTurn k)ᵀ := by
    rw [Fintype.sum_prod_type]
    simp only [valley, rot, Matrix.mul_sum, Matrix.sum_mul, Matrix.transpose_mul,
      Matrix.mul_assoc]
  rw [average, hs, hf, hc, smul_smul, Matrix.trace_fin_three]
  congr 1
  ring

/-- Valley averaging: for symmetric `W`, equivalent valleys together have an isotropic mobility `tr
W / 3` and an isotropic Hall tensor with coefficient `tr (adj W) / 3`. -/
theorem valley_averaging (W : Tensor) (hW : Wᵀ = W) (b : Fin 3 → ℝ) :
    average (valley W) = (W.trace / 3) • (1 : Tensor) ∧
    average (fun p => hallTensor (valley W p) b)
      = (W.adjugate.trace / 3) • crossMatrix b := by
  refine ⟨average_valley W, ?_⟩
  have hsym : ∀ p, (valley W p)ᵀ = valley W p := by
    intro p
    simp only [valley, Matrix.transpose_mul, Matrix.transpose_transpose, hW, Matrix.mul_assoc]
  have hsmul : ∀ (c : ℝ) (x : Fin 3 → ℝ), crossMatrix (c • x) = c • crossMatrix x := by
    intro c x
    ext i j
    fin_cases i <;> fin_cases j <;> simp [crossMatrix]
  have hadd : ∀ x y : Fin 3 → ℝ, crossMatrix (x + y) = crossMatrix x + crossMatrix y := by
    intro x y
    ext i j
    fin_cases i <;> fin_cases j <;> simp [crossMatrix] <;> ring
  -- the Hall tensor is linear in the adjugate, so the average passes through
  let f : Tensor →ₗ[ℝ] Tensor :=
    { toFun := fun M => crossMatrix (M *ᵥ b)
      map_add' := fun M N => by rw [Matrix.add_mulVec, hadd]
      map_smul' := fun c M => by rw [Matrix.smul_mulVec, hsmul, RingHom.id_apply] }
  have hf : f (average (valley W.adjugate)) = average (fun p => f (valley W.adjugate p)) := by
    simp only [average, map_smul, map_sum]
  have hp : (fun p => hallTensor (valley W p) b) = fun p => f (valley W.adjugate p) := by
    funext p
    rw [hallTensor_eq _ (hsym p), adjugate_valley]
    rfl
  rw [hp, ← hf, average_valley]
  change crossMatrix (((W.adjugate.trace / 3) • (1 : Tensor)) *ᵥ b) = _
  rw [Matrix.smul_mulVec, Matrix.one_mulVec, hsmul]

/-- For a symmetric tensor `3 tr (adj W) ≤ (tr W)²`, with equality exactly when `W` is a
multiple of the identity. -/
theorem trace_adjugate_le (W : Tensor) (hW : Wᵀ = W) :
    3 * W.adjugate.trace ≤ W.trace ^ 2 ∧
    (3 * W.adjugate.trace = W.trace ^ 2 ↔ ∃ μ : ℝ, W = μ • (1 : Tensor)) := by
  have s1 : W 1 0 = W 0 1 := congrFun (congrFun hW 0) 1
  have s2 : W 2 0 = W 0 2 := congrFun (congrFun hW 0) 2
  have s3 : W 2 1 = W 1 2 := congrFun (congrFun hW 1) 2
  -- the difference is a sum of squares
  have key : W.trace ^ 2 - 3 * W.adjugate.trace
      = ((W 0 0 - W 1 1) ^ 2 + (W 1 1 - W 2 2) ^ 2 + (W 2 2 - W 0 0) ^ 2) / 2
        + 3 * (W 0 1 ^ 2 + W 0 2 ^ 2 + W 1 2 ^ 2) := by
    rw [Matrix.adjugate_fin_three, Matrix.trace_fin_three, Matrix.trace_fin_three]
    simp [s1, s2, s3]
    ring
  have p1 := sq_nonneg (W 0 0 - W 1 1)
  have p2 := sq_nonneg (W 1 1 - W 2 2)
  have p3 := sq_nonneg (W 2 2 - W 0 0)
  have p4 := sq_nonneg (W 0 1)
  have p5 := sq_nonneg (W 0 2)
  have p6 := sq_nonneg (W 1 2)
  refine ⟨by linarith, fun h => ⟨W 0 0, ?_⟩, ?_⟩
  · have d1 : W 0 0 - W 1 1 = 0 := pow_eq_zero_iff two_ne_zero |>.mp (by linarith)
    have d3 : W 2 2 - W 0 0 = 0 := pow_eq_zero_iff two_ne_zero |>.mp (by linarith)
    have o1 : W 0 1 = 0 := pow_eq_zero_iff two_ne_zero |>.mp (by linarith)
    have o2 : W 0 2 = 0 := pow_eq_zero_iff two_ne_zero |>.mp (by linarith)
    have o3 : W 1 2 = 0 := pow_eq_zero_iff two_ne_zero |>.mp (by linarith)
    ext i j
    fin_cases i <;> fin_cases j <;> simp [s1, s2, s3, o1, o2, o3] <;> linarith
  · rintro ⟨μ, h⟩
    rw [h, Matrix.adjugate_fin_three, Matrix.trace_fin_three, Matrix.trace_fin_three]
    simp
    ring

/-- The Hall ratio of spheroidal valleys with mass ratio `K` is `3K(K+2)/(2K+1)²`, for every
direction of the valley axis. -/
theorem hallRatio_spheroid (K : ℝ) (hK : 0 < K) (n : Fin 3 → ℝ) (hn : n ⬝ᵥ n = 1) :
    hallRatio (spheroid K n) = 3 * K * (K + 2) / (2 * K + 1) ^ 2 := by
  simp only [dotProduct, Fin.sum_univ_three] at hn
  have ht : (spheroid K n).trace = 2 + K⁻¹ := by
    rw [Matrix.trace_fin_three]
    simp [spheroid, Matrix.vecMulVec_apply]
    linear_combination (K⁻¹ - 1) * hn
  have ha : (spheroid K n).adjugate.trace = 1 + 2 * K⁻¹ := by
    rw [Matrix.adjugate_fin_three, Matrix.trace_fin_three]
    simp [spheroid, Matrix.vecMulVec_apply]
    linear_combination 2 * (K⁻¹ - 1) * hn
  have e1 : 2 + K⁻¹ = (2 * K + 1) / K := by field_simp
  have e2 : 1 + 2 * K⁻¹ = (K + 2) / K := by field_simp
  have h0 : 2 * K + 1 ≠ 0 := by positivity
  rw [hallRatio, ht, ha, e1, e2]
  field_simp

/-- The Hall ratio of spheroidal valleys exceeds `3/4` exactly when `K > 1/4`, and is below `1`
exactly when `K ≠ 1`. -/
theorem hallRatio_bounds_iff (K : ℝ) (hK : 0 < K) (n : Fin 3 → ℝ) (hn : n ⬝ᵥ n = 1) :
    (3 / 4 < hallRatio (spheroid K n) ↔ 1 / 4 < K) ∧
    (hallRatio (spheroid K n) < 1 ↔ K ≠ 1) := by
  have hpos : 0 < (2 * K + 1) ^ 2 := by positivity
  rw [hallRatio_spheroid K hK n hn, lt_div_iff₀ hpos, div_lt_iff₀ hpos]
  refine ⟨⟨fun h => by nlinarith, fun h => by nlinarith⟩, fun h h1 => ?_, fun h => ?_⟩
  · rw [h1] at h
    norm_num at h
  · have h2 : 0 < (K - 1) ^ 2 := sq_pos_of_ne_zero (sub_ne_zero.mpr h)
    nlinarith

/-- For valleys heavier along their axis than across it, the Hall ratio lies strictly between
`3/4` and `1`. -/
theorem hallRatio_mem_Ioo (K : ℝ) (hK : 1 < K) (n : Fin 3 → ℝ) (hn : n ⬝ᵥ n = 1) :
    hallRatio (spheroid K n) ∈ Set.Ioo (3 / 4 : ℝ) 1 := by
  have h := hallRatio_bounds_iff K (by linarith) n hn
  exact ⟨h.1.mpr (by linarith), h.2.mpr (ne_of_gt hK)⟩

end

end ValleyAveraging
```

```lean
#print axioms ValleyAveraging.hallTensor_eq
-- 'ValleyAveraging.hallTensor_eq' depends on axioms: [propext, Classical.choice, Quot.sound]
#print axioms ValleyAveraging.valley_averaging
-- 'ValleyAveraging.valley_averaging' depends on axioms: [propext, Classical.choice, Quot.sound]
#print axioms ValleyAveraging.trace_adjugate_le
-- 'ValleyAveraging.trace_adjugate_le' depends on axioms: [propext, Classical.choice, Quot.sound]
#print axioms ValleyAveraging.hallRatio_mem_Ioo
-- 'ValleyAveraging.hallRatio_mem_Ioo' depends on axioms: [propext, Classical.choice, Quot.sound]
```

## Scope of the theorems and their proofs

`valley_averaging` takes any real 3×3 `W` with `Wᵀ = W`; positive masses are not required. `valley W p` is one rotated tensor, `average` the equal-weight mean, and `hallRatio` is \(r\). The spheroid results assume `0 < K` (or `1 < K`) and `n ⬝ᵥ n = 1`, for any axis direction.

`drift_expansion` assumes a steady velocity and performs the substitution above. It is exact, but does not bound the remainder; reading the Hall term as the low-field response means neglecting second order in \(B\). Strain-induced repopulation and energy-dependent scattering are not modelled.

`hallTensor_eq` checks the matrix identity entry by entry instead of using determinants. `adjugate_valley` verifies \(\operatorname{adj}R=R^T\) and applies the product rule. In `average_valley`, `hf` sums the half-turns and `hc` the cyclic rotations; `valley_averaging` passes the mean through the linear map `f`.

In `trace_adjugate_le`, `key` is the sum of squares, and equality forces each square to vanish. `hallRatio_spheroid` obtains both traces from \(n\cdot n=1\). `hallRatio_bounds_iff` clears the positive denominator, giving the thresholds \(K>1/4\) and \(K\ne1\), and `hallRatio_mem_Ioo` specialises them to \(K>1\).
